# With a positive semidefinite collision matrix, the regularized conductivity has a finite limit exactly when the source is orthogonal to the kernel

Electrons in a parabolic band that collide only with one another conserve their total momentum. A uniform electric field keeps adding momentum, the current grows, and no steady state is reached. In the linearized transport equation

C f = b

this appears as a linear-algebra problem. Here f is the deviation from equilibrium on finitely many states, b is the source due to the field, and C is the collision matrix. Conserved quantities are null vectors of C, so C has no inverse. A common remedy is to add a small relaxation rate ε > 0, equal for all modes, and to compute

σ(ε) = ⟨b, (C + εI)⁻¹ b⟩,

the conductivity up to constant prefactors. What happens as ε → 0+ depends on whether the source drives a conserved mode.

## Separating the conserved part of the response

Let C be real, symmetric and positive semidefinite. Symmetry expresses detailed balance in suitably weighted variables, and semidefiniteness says that collisions never amplify a deviation. Let P be the orthogonal projector onto the kernel of C. Then, as ε → 0+:

- ε σ(ε) → |Pb|².
- If Pb ≠ 0, σ(ε) → +∞.
- If Pb = 0, the equation Cx = b has a solution, and σ(ε) → ⟨b, x⟩ for every solution x.

**The regularized equation is solvable.** If (C + εI)v = 0, the scalar product with v gives ⟨v, Cv⟩ + ε|v|² = 0. Both terms are non-negative, so v = 0. Hence C + εI is invertible, and f = (C + εI)⁻¹b satisfies Cf + εf = b.

**The rest of the source can be balanced by collisions.** For any v, the vector PCv is fixed by P and is therefore a null vector of C, so

|PCv|² = ⟨PCv, Cv⟩ = ⟨C(PCv), v⟩ = 0.

Thus PC = 0. If (C + P)v = 0, applying P gives Pv = 0. Then Cv = 0, so v = Pv = 0, and C + P is invertible. Solve (C + P)y = b. Applying P gives Py = Pb, and hence

Cy = b − Pb.

**Two-sided bound.** Write p = Pb, g = f − p/ε and h = y − g. Since Cp = 0,

Cg + εg = b − p = Cy, that is, Ch = εg.

It follows that ε⟨p, g⟩ = ⟨p, Ch⟩ = ⟨Cp, h⟩ = 0, and also ⟨Cy, p⟩ = ⟨y, Cp⟩ = 0. Therefore

σ(ε) = ⟨p + Cy, g + p/ε⟩ = |p|²/ε + ⟨Cy, g⟩.

Inserting g = y − h gives ⟨Cy, g⟩ = ⟨y, Cy⟩ − ⟨y, Ch⟩, so

σ(ε) = |p|²/ε + ⟨y, Cy⟩ − ε⟨y, g⟩.

Semidefiniteness gives ε⟨h, g⟩ = ⟨h, Ch⟩ ≥ 0. With y = g + h,

⟨y, g⟩ = |g|² + ⟨h, g⟩ ≥ 0,

|y|² − ⟨y, g⟩ = ⟨g, h⟩ + |h|² ≥ 0.

Hence

|p|²/ε + ⟨y, Cy⟩ − ε|y|² ≤ σ(ε) ≤ |p|²/ε + ⟨y, Cy⟩.

**Limits.** Multiplying by ε squeezes εσ(ε) to |p|². If p ≠ 0, this limit is positive, and multiplying by 1/ε gives divergence. If p = 0, any solution x of Cx = b can take the place of y, and the bound becomes

⟨b, x⟩ − ε|x|² ≤ σ(ε) ≤ ⟨b, x⟩.

For a finite, symmetric and positive semidefinite collision matrix and Pb = 0, a simulation that uses the regularized inverse therefore underestimates the conductivity by at most ε|x|².

## Matrices, projector and conductivity in Lean

```lean
import Mathlib

open Matrix Filter Topology

namespace RegularizedConductivity

noncomputable section

variable {n : Type*} [Fintype n] [DecidableEq n]
```

The finite type `n` labels the discretized states. A source or distribution is a function `n → ℝ`.

```lean
/-- `P` is the orthogonal projector onto the kernel of `C`: it is symmetric and idempotent,
and the vectors it leaves fixed are exactly the null vectors of `C`. -/
structure IsKernelProjector (C P : Matrix n n ℝ) : Prop where
  symm : Pᵀ = P
  idem : P * P = P
  ker : ∀ v, C *ᵥ v = 0 ↔ P *ᵥ v = v
```

`IsKernelProjector C P` states the defining properties of the orthogonal projector: P is symmetric and idempotent, and its fixed vectors are the null vectors of C. The theorems take such a P as given.

P could also have been defined as Mathlib's orthogonal projection onto the kernel, viewed as a subspace of Euclidean space. Its existence would then be built in and the hypothesis would disappear, but the proofs would have to pass between matrices and linear maps.

```lean
/-- The regularized distribution `(C + ε I)⁻¹ b` driven by the source `b`, for `C + ε I`
invertible. -/
def regSolution (C : Matrix n n ℝ) (b : n → ℝ) (ε : ℝ) : n → ℝ :=
  (C + ε • (1 : Matrix n n ℝ))⁻¹ *ᵥ b

/-- The regularized conductivity `⟨b, (C + ε I)⁻¹ b⟩`, for `C + ε I` invertible. -/
def regConductivity (C : Matrix n n ℝ) (b : n → ℝ) (ε : ℝ) : ℝ :=
  b ⬝ᵥ regSolution C b ε
```

These are f and σ(ε). The same b drives the system and measures the current, so this is a diagonal response coefficient. Lean's matrix inverse also has a value for singular matrices, but the limits use only ε > 0, where C + εI is invertible.

## Solving the regularized and the projected equation

```lean
omit [DecidableEq n] in
/-- A real symmetric matrix can be moved from one side of the scalar product to the other. -/
theorem dot_symm {A : Matrix n n ℝ} (hA : Aᵀ = A) (u v : n → ℝ) :
    u ⬝ᵥ A *ᵥ v = A *ᵥ u ⬝ᵥ v := by
  rw [Matrix.dotProduct_mulVec, ← Matrix.mulVec_transpose, hA]
```

This lemma is the step ⟨u, Av⟩ = ⟨Au, v⟩ for symmetric A, used throughout the derivation.

```lean
/-- For a positive semidefinite collision matrix and `ε > 0`, the regularized distribution `f`
solves `C f + ε f = b`. -/
theorem regularized_equation {C : Matrix n n ℝ} (hC : C.PosSemidef) (b : n → ℝ)
    {ε : ℝ} (hε : 0 < ε) :
    C *ᵥ regSolution C b ε + ε • regSolution C b ε = b := by
  have shift : ∀ v, (C + ε • (1 : Matrix n n ℝ)) *ᵥ v = C *ᵥ v + ε • v := by
    intro v
    rw [Matrix.add_mulVec, Matrix.smul_mulVec, Matrix.one_mulVec]
  -- a null vector of `C + ε I` would have zero length
  have hdet : (C + ε • (1 : Matrix n n ℝ)).det ≠ 0 := by
    intro h0
    obtain ⟨v, hv, h⟩ := Matrix.exists_mulVec_eq_zero_iff.mpr h0
    rw [shift] at h
    have h1 := congrArg (fun w => v ⬝ᵥ w) h
    simp only [dotProduct_add, dotProduct_smul, smul_eq_mul, dotProduct_zero] at h1
    have h2 := hC.dotProduct_mulVec_nonneg v
    rw [star_trivial] at h2
    have h3 : 0 ≤ v ⬝ᵥ v := Finset.sum_nonneg fun i _ => mul_self_nonneg (v i)
    have h4 : ε * (v ⬝ᵥ v) = 0 := by linarith [mul_nonneg hε.le h3]
    exact hv (dotProduct_self_eq_zero.mp ((mul_eq_zero.mp h4).resolve_left hε.ne'))
  rw [← shift]
  unfold regSolution
  rw [Matrix.mulVec_mulVec, Matrix.mul_nonsing_inv _ (isUnit_iff_ne_zero.mpr hdet),
    Matrix.one_mulVec]
```

Here `hdet` is the invertibility argument: a zero determinant would supply a nonzero null vector `v`, whose length is then shown to vanish. The last lines multiply the inverse back.

```lean
/-- The output of a symmetric collision matrix has no component in its kernel. -/
theorem projector_collision {C P : Matrix n n ℝ} (hC : Cᵀ = C) (hP : IsKernelProjector C P)
    (v : n → ℝ) : P *ᵥ (C *ᵥ v) = 0 := by
  apply dotProduct_self_eq_zero.mp
  rw [dot_symm hP.symm, dot_symm hC,
    (hP.ker _).mpr (by rw [Matrix.mulVec_mulVec, hP.idem]), zero_dotProduct]
```

This is PC = 0, obtained by showing that PCv has zero scalar product with itself.

```lean
/-- For a symmetric collision matrix, the linearized equation can be solved once the kernel
component of the source has been removed. -/
theorem exists_response {C P : Matrix n n ℝ} (hC : Cᵀ = C) (hP : IsKernelProjector C P)
    (b : n → ℝ) : ∃ y, C *ᵥ y = b - P *ᵥ b := by
  -- `C + P` is invertible, since `P` fills in the kernel of `C`
  have hdet : (C + P).det ≠ 0 := by
    intro h0
    obtain ⟨v, hv, h⟩ := Matrix.exists_mulVec_eq_zero_iff.mpr h0
    rw [Matrix.add_mulVec] at h
    have h1 := congrArg (fun w => P *ᵥ w) h
    simp only [Matrix.mulVec_add, Matrix.mulVec_zero] at h1
    rw [projector_collision hC hP, zero_add, Matrix.mulVec_mulVec, hP.idem] at h1
    rw [h1, add_zero] at h
    exact hv (((hP.ker v).mp h).symm.trans h1)
  obtain ⟨y, hy⟩ : ∃ y, C *ᵥ y + P *ᵥ y = b :=
    ⟨(C + P)⁻¹ *ᵥ b, by
      rw [← Matrix.add_mulVec, Matrix.mulVec_mulVec,
        Matrix.mul_nonsing_inv _ (isUnit_iff_ne_zero.mpr hdet), Matrix.one_mulVec]⟩
  have hPb : P *ᵥ b = P *ᵥ y := by
    rw [← hy, Matrix.mulVec_add, projector_collision hC hP, zero_add,
      Matrix.mulVec_mulVec, hP.idem]
  exact ⟨y, by rw [hPb]; exact eq_sub_of_add_eq hy⟩
```

The determinant argument is repeated for C + P. The vector `y` is then (C + P)⁻¹b, and `hPb` is the identity Pb = Py. Only the symmetry of C is needed here.

## From the two-sided bound to the limits

```lean
/-- Let `C` be positive semidefinite with kernel projector `P`, and let `C y = b - P b` and `ε > 0`.
The regularized conductivity is at most `|P b|² / ε + ⟨y, C y⟩`, and falls short of this by at most
`ε |y|²`. -/
theorem conductivity_bounds {C P : Matrix n n ℝ} (hC : C.PosSemidef)
    (hP : IsKernelProjector C P) {b y : n → ℝ} (hy : C *ᵥ y = b - P *ᵥ b)
    {ε : ℝ} (hε : 0 < ε) :
    (P *ᵥ b ⬝ᵥ P *ᵥ b) / ε + y ⬝ᵥ C *ᵥ y - ε * (y ⬝ᵥ y) ≤ regConductivity C b ε ∧
      regConductivity C b ε ≤ (P *ᵥ b ⬝ᵥ P *ᵥ b) / ε + y ⬝ᵥ C *ᵥ y := by
  have hs : Cᵀ = C :=
    (Matrix.conjTranspose_eq_transpose_of_trivial C).symm.trans hC.isHermitian.eq
  have hf := regularized_equation hC b hε
  have hCp : C *ᵥ (P *ᵥ b) = 0 :=
    (hP.ker _).mpr (by rw [Matrix.mulVec_mulVec, hP.idem])
  unfold regConductivity
  generalize regSolution C b ε = f at hf ⊢
  generalize P *ᵥ b = p at hy hCp ⊢
  -- `g` is the regular part of the solution, `h` its distance from `y`
  obtain ⟨g, hg⟩ : ∃ g, g = f - ε⁻¹ • p := ⟨_, rfl⟩
  obtain ⟨h, hh⟩ : ∃ h, h = y - g := ⟨_, rfl⟩
  have hfg : f = g + ε⁻¹ • p := by rw [hg, sub_add_cancel]
  have hyg : y = g + h := by rw [hh, add_sub_cancel]
  have hb : b = p + C *ᵥ y := by rw [hy, add_sub_cancel]
  have hCh : C *ᵥ h = ε • g := by
    rw [hh, hg, Matrix.mulVec_sub, Matrix.mulVec_sub, Matrix.mulVec_smul, hCp, hy,
      smul_zero, sub_zero, smul_sub, smul_smul, mul_inv_cancel₀ hε.ne', one_smul, ← hf]
    module
  have e1 : p ⬝ᵥ g = 0 := by
    have t := dot_symm hs p h
    rw [hCh, hCp, dotProduct_smul, zero_dotProduct, smul_eq_mul] at t
    exact (mul_eq_zero.mp t).resolve_left hε.ne'
  have e2 : C *ᵥ y ⬝ᵥ p = 0 := by rw [← dot_symm hs, hCp, dotProduct_zero]
  have e3 := dot_symm hs y h
  rw [hCh, dotProduct_smul, smul_eq_mul] at e3
  have e4 := hC.dotProduct_mulVec_nonneg h
  rw [star_trivial, hCh, dotProduct_smul, smul_eq_mul] at e4
  have e5 : C *ᵥ y ⬝ᵥ h = y ⬝ᵥ C *ᵥ y - C *ᵥ y ⬝ᵥ g := by
    rw [hh, dotProduct_sub, dotProduct_comm (C *ᵥ y) y]
  have hσ : b ⬝ᵥ f = (p ⬝ᵥ p) / ε + y ⬝ᵥ C *ᵥ y - ε * (y ⬝ᵥ g) := by
    have t : b ⬝ᵥ f = (p + C *ᵥ y) ⬝ᵥ (g + ε⁻¹ • p) := by rw [← hb, ← hfg]
    rw [t]
    simp only [add_dotProduct, dotProduct_add, dotProduct_smul, smul_eq_mul, e1, e2,
      div_eq_mul_inv]
    linear_combination e3 + e5
  have e6 : y ⬝ᵥ g = g ⬝ᵥ g + h ⬝ᵥ g := by rw [hyg, add_dotProduct]
  have e7 : y ⬝ᵥ y = g ⬝ᵥ g + 2 * (h ⬝ᵥ g) + h ⬝ᵥ h := by
    rw [hyg]
    simp only [add_dotProduct, dotProduct_add, dotProduct_comm g h]
    ring
  have sq : ∀ v : n → ℝ, 0 ≤ v ⬝ᵥ v :=
    fun v => Finset.sum_nonneg fun i _ => mul_self_nonneg (v i)
  have e8 : 0 ≤ h ⬝ᵥ g := (mul_nonneg_iff_of_pos_left hε).mp e4
  have lo : 0 ≤ ε * (y ⬝ᵥ g) := mul_nonneg hε.le (by linarith [sq g])
  have hi : ε * (y ⬝ᵥ g) ≤ ε * (y ⬝ᵥ y) :=
    mul_le_mul_of_nonneg_left (by linarith [sq h]) hε.le
  rw [hσ]
  constructor <;> linarith
```

The names `p`, `g`, `h` and `y` agree with those in the derivation. `hCh` is Ch = εg, `e1` and `e2` are the two orthogonality relations, and `hσ` is the exact formula for σ(ε). The inequality ⟨h, g⟩ ≥ 0 is `e8`, and `lo` and `hi` are 0 ≤ ε⟨y, g⟩ ≤ ε|y|².

```lean
/-- Let `C` be positive semidefinite with kernel projector `P`. As `ε → 0+`, `ε` times the
regularized conductivity tends to `|P b|²`. The conductivity diverges if `P b ≠ 0`; if `P b = 0`,
then `C x = b` is solvable and the conductivity tends to `⟨b, x⟩` for every solution `x`. -/
theorem regularized_conductivity_limit {C P : Matrix n n ℝ} (hC : C.PosSemidef)
    (hP : IsKernelProjector C P) (b : n → ℝ) :
    Tendsto (fun ε => ε * regConductivity C b ε) (𝓝[>] 0) (𝓝 (P *ᵥ b ⬝ᵥ P *ᵥ b)) ∧
    (P *ᵥ b ≠ 0 → Tendsto (regConductivity C b) (𝓝[>] 0) atTop) ∧
    (P *ᵥ b = 0 → (∃ x, C *ᵥ x = b) ∧
      ∀ x, C *ᵥ x = b → Tendsto (regConductivity C b) (𝓝[>] 0) (𝓝 (b ⬝ᵥ x))) := by
  have hs : Cᵀ = C :=
    (Matrix.conjTranspose_eq_transpose_of_trivial C).symm.trans hC.isHermitian.eq
  obtain ⟨y, hy⟩ := exists_response hs hP b
  have lim : ∀ A B D : ℝ,
      Tendsto (fun ε : ℝ => A + ε * (B - ε * D)) (𝓝[>] 0) (𝓝 A) := by
    intro A B D
    have h : Continuous fun ε : ℝ => A + ε * (B - ε * D) := by fun_prop
    have t := (h.tendsto 0).mono_left (nhdsWithin_le_nhds (s := Set.Ioi 0))
    simpa using t
  -- the scaled conductivity is squeezed between two polynomials in `ε`
  have scaled : Tendsto (fun ε => ε * regConductivity C b ε) (𝓝[>] 0)
      (𝓝 (P *ᵥ b ⬝ᵥ P *ᵥ b)) := by
    refine tendsto_of_tendsto_of_tendsto_of_le_of_le'
      (lim _ (y ⬝ᵥ C *ᵥ y) (y ⬝ᵥ y)) (lim _ (y ⬝ᵥ C *ᵥ y) 0) ?_ ?_
    all_goals
      filter_upwards [self_mem_nhdsWithin] with ε hε
      have hε' : 0 < ε := hε
      have e : ε * ((P *ᵥ b ⬝ᵥ P *ᵥ b) / ε) = P *ᵥ b ⬝ᵥ P *ᵥ b := by field_simp
      obtain ⟨h1, h2⟩ := conductivity_bounds hC hP hy hε'
      have l1 := mul_le_mul_of_nonneg_left h1 hε'.le
      have l2 := mul_le_mul_of_nonneg_left h2 hε'.le
      rw [mul_sub, mul_add, e] at l1
      rw [mul_add, e] at l2
      linarith
  refine ⟨scaled, fun hb => ?_, fun hb => ⟨⟨y, by rw [hy, hb, sub_zero]⟩, fun x hx => ?_⟩⟩
  · -- divide the scaled limit, which is positive, by `ε`
    have hpos : 0 < P *ᵥ b ⬝ᵥ P *ᵥ b :=
      lt_of_le_of_ne (Finset.sum_nonneg fun i _ => mul_self_nonneg _)
        (fun h => hb (dotProduct_self_eq_zero.mp h.symm))
    refine (Filter.Tendsto.atTop_mul_pos hpos tendsto_inv_nhdsGT_zero scaled).congr' ?_
    filter_upwards [self_mem_nhdsWithin] with ε hε
    have hε' : 0 < ε := hε
    rw [← mul_assoc, inv_mul_cancel₀ hε'.ne', one_mul]
  · have hx' : C *ᵥ x = b - P *ᵥ b := by rw [hx, hb, sub_zero]
    refine tendsto_of_tendsto_of_tendsto_of_le_of_le'
      (lim (b ⬝ᵥ x) (-(x ⬝ᵥ x)) 0) tendsto_const_nhds ?_ ?_
    all_goals
      filter_upwards [self_mem_nhdsWithin] with ε hε
      obtain ⟨h1, h2⟩ := conductivity_bounds hC hP hx' hε
      rw [hb, hx, zero_dotProduct, zero_div, zero_add, dotProduct_comm x b] at h1 h2
      linarith
```

The three parts of the conclusion are the three claims listed above. The filter `𝓝[>] 0` means that ε approaches zero through positive values, and `atTop` means divergence to +∞. The squared length |Pb|² is written as the scalar product `P *ᵥ b ⬝ᵥ P *ᵥ b`, because Mathlib's default norm on `n → ℝ` is the maximum norm.

In the proof, `lim` treats the polynomials that bound the conductivity, and `scaled` is the squeeze for εσ(ε). The divergent case multiplies that positive limit by ε⁻¹. The finite case applies the bound with `x` in place of `y`.

The setting is a finite, symmetric collision matrix. With a continuum of states, relaxation rates may accumulate at zero, and σ(ε) can then diverge even when C has no null vector. A magnetic field adds an antisymmetric part to the matrix, which the hypotheses exclude.

```lean
/-- For a positive semidefinite collision matrix, the regularized conductivity has a finite limit
as `ε → 0+` if and only if the source has no component in the kernel. -/
theorem finite_conductivity_iff {C P : Matrix n n ℝ} (hC : C.PosSemidef)
    (hP : IsKernelProjector C P) (b : n → ℝ) :
    (∃ s, Tendsto (regConductivity C b) (𝓝[>] 0) (𝓝 s)) ↔ P *ᵥ b = 0 := by
  obtain ⟨-, hdiv, hconv⟩ := regularized_conductivity_limit hC hP b
  constructor
  · rintro ⟨s, hs⟩
    by_contra hb
    exact not_tendsto_nhds_of_tendsto_atTop (hdiv hb) s hs
  · intro hb
    obtain ⟨⟨x, hx⟩, h⟩ := hconv hb
    exact ⟨_, h x hx⟩
```

The equivalence follows from the two cases: divergence to +∞ rules out a finite limit, and Pb = 0 supplies one.

## Two states that exchange particles

```lean
/-- The two-state relaxation matrix with rows `(1, -1)` and `(-1, 1)` is positive semidefinite,
and the matrix with all entries `1/2` is its kernel projector. -/
theorem isKernelProjector_witness :
    (!![1, -1; -1, 1] : Matrix (Fin 2) (Fin 2) ℝ).PosSemidef ∧
      IsKernelProjector !![1, -1; -1, 1] !![1/2, 1/2; 1/2, 1/2] := by
  refine ⟨Matrix.PosSemidef.of_dotProduct_mulVec_nonneg ?_ ?_, ?_, ?_, ?_⟩
  · ext i j
    fin_cases i <;> fin_cases j <;> simp
  · intro x
    simp only [star_trivial, Matrix.mulVec, dotProduct, Fin.sum_univ_two, Matrix.of_apply,
      Matrix.cons_val_zero, Matrix.cons_val_one]
    nlinarith [sq_nonneg (x 0 - x 1)]
  · ext i j
    fin_cases i <;> fin_cases j <;> simp
  · ext i j
    fin_cases i <;> fin_cases j <;> norm_num [Matrix.mul_apply, Fin.sum_univ_two]
  · intro v
    constructor
    · intro h
      have h0 := congrFun h 0
      simp [Matrix.mulVec, dotProduct, Fin.sum_univ_two] at h0
      ext i
      fin_cases i <;> simp [Matrix.mulVec, dotProduct, Fin.sum_univ_two] <;> linarith
    · intro h
      have h0 := congrFun h 0
      simp [Matrix.mulVec, dotProduct, Fin.sum_univ_two] at h0
      ext i
      fin_cases i <;> simp [Matrix.mulVec, dotProduct, Fin.sum_univ_two] <;> linarith

end

end RegularizedConductivity
```

This matrix relaxes the difference between two occupations and conserves their sum. The theorem confirms that it is positive semidefinite and that the matrix with all entries 1/2 is its kernel projector. The quadratic form is (x₀ − x₁)², and both conditions in `ker` say that the two components of v are equal.

The two kinds of source are easily worked out by hand. For b = (1, 1), which drives the conserved sum, σ(ε) = 2/ε. Such a source adds particles, which an electric field does not do, so this case only illustrates the algebra. For b = (1, −1), Pb = 0 and x = (1/2, −1/2) solves Cx = b, while σ(ε) = 2/(2 + ε) tends to ⟨b, x⟩ = 1.

```lean
#print axioms RegularizedConductivity.finite_conductivity_iff
```

```
'RegularizedConductivity.finite_conductivity_iff' depends on axioms: [propext, Classical.choice, Quot.sound]
```
